# Uncorrelated log-rates of equal variance: the Arrhenius slope variance is least with half the points at each end

Before a set of molecular dynamics runs is started to extract an activation energy, the temperatures of the runs have to be chosen. If the logarithm of the rate follows a straight line in inverse temperature, and every run delivers it with the same variance and without correlation to the others, the best choice for the slope, with an even number of runs, is to put half of them at each end of the accessible range.

## The slope variance and the spread of the temperatures

Let $N$ log-rates $y_i$ be measured at inverse temperatures $x_i\in[a,b]$, not all equal. With $x=1/(k_BT)$ the Arrhenius law reads

$$y_i=\ln A-E\,x_i+\varepsilon_i ,$$

where $A$ is the prefactor, $E$ the activation energy and $\varepsilon_i$ the statistical error. The errors are pairwise uncorrelated and have common variance $s^2>0$. Write $\bar x$ for the mean of the $x_i$ and $S=\sum_i(x_i-\bar x)^2>0$ for their spread. The least-squares slope is

$$\hat\beta=\frac1S\sum_i(x_i-\bar x)\,y_i .$$

The claim is that

$$\operatorname{Var}\hat\beta\ \ge\ \frac{4s^2}{N(b-a)^2},$$

with equality exactly when $N/2$ points lie at $a$ and $N/2$ at $b$. For odd $N$ the bound holds but is not attained.

Insert the data into the slope. Since $\sum_i(x_i-\bar x)=0$, the constant $\ln A$ drops out, and $\sum_i(x_i-\bar x)x_i=S$. Hence

$$\hat\beta=-E+\sum_i w_i\varepsilon_i,\qquad w_i=\frac{x_i-\bar x}{S}.$$

The constant $-E$ does not affect the variance, and the covariances with $i\ne j$ vanish, so

$$\operatorname{Var}\hat\beta=s^2\sum_i w_i^2=\frac{s^2}{S}.$$

The design problem is therefore to make $S$ as large as possible.

## The largest spread on an interval

Let $m=(a+b)/2$ be the midpoint and $h=(b-a)/2$ the half-width. Then $(x_i-a)(b-x_i)=h^2-(x_i-m)^2$. Expanding $x_i-m=(x_i-\bar x)+(\bar x-m)$ gives

$$(x_i-\bar x)^2=h^2-(x_i-a)(b-x_i)-(\bar x-m)^2-2(\bar x-m)(x_i-\bar x).$$

In the sum over $i$ the last term vanishes:

$$S=Nh^2-\sum_i(x_i-a)(b-x_i)-N(\bar x-m)^2 .$$

Both subtracted terms are non-negative, so $S\le Nh^2=N(b-a)^2/4$, which is the variance bound.

Equality requires both terms to vanish. The first does so only if every $x_i$ is $a$ or $b$. With $n_a$ and $n_b$ points there, $n_a+n_b=N$ and

$$\bar x-m=\frac{(n_b-n_a)(b-a)}{2N},$$

so the second vanishes only if $n_a=n_b$. Conversely, if $n_a=n_b=N/2$, all points are at the ends, their mean is $m$, and both terms are zero. Because $s^2>0$, equality in $S$ is the same as equality in $s^2/S$.

## Fit, design and noise as Lean definitions

The measurements are labelled by a finite type `ι`, so $N$ is `Fintype.card ι`, and a design is a function `x : ι → ℝ`. Repeated temperatures are separate measurements.

```lean
import Mathlib

open MeasureTheory ProbabilityTheory
open scoped NNReal

namespace ArrheniusDesign

noncomputable section

variable {ι Ω : Type*} [Fintype ι] [MeasurableSpace Ω]
```

The mean $\bar x$ and the spread $S$ come first.

```lean
/-- Arithmetic mean of a non-empty finite family of numbers. -/
def mean (x : ι → ℝ) : ℝ := (∑ i, x i) / Fintype.card ι

/-- Sum of squared deviations of the inverse temperatures from their mean. -/
def spread (x : ι → ℝ) : ℝ := ∑ i, (x i - mean x) ^ 2
```

The slope is defined by its closed formula; that this formula minimises the squared residuals is textbook knowledge which the file does not derive.

```lean
/-- Least-squares slope of data `y` at nodes `x` that are not all equal. -/
def lsSlope (x y : ι → ℝ) : ℝ := (∑ i, (x i - mean x) * y i) / spread x
```

The data follow the Arrhenius law exactly, apart from the errors.

```lean
/-- Measured log-rates: the Arrhenius law `ln A - E x` plus an error at each node. -/
def logRate (lnA E : ℝ) (x e : ι → ℝ) (i : ι) : ℝ := lnA - E * x i + e i
```

`slopeVar` is the variance of the fitted slope over the probability space `Ω` of the errors. Since the estimate of $E$ is minus the slope, it is also the variance of the estimated activation energy.

```lean
/-- Variance of the slope fitted to log-rates with random errors `ε`, for nodes not all
equal. -/
def slopeVar (μ : Measure Ω) (ε : ι → Ω → ℝ) (x : ι → ℝ) (lnA E : ℝ) : ℝ :=
  Var[fun ω => lsSlope x (logRate lnA E x fun i => ε i ω); μ]
```

`countAt x a` and `countAt x b` are $n_a$ and $n_b$.

```lean
/-- Number of measurements made at the inverse temperature `t`. -/
def countAt (x : ι → ℝ) (t : ℝ) : ℕ := (Finset.univ.filter fun i => x i = t).card
```

The noise model asks for finite second moments, a common variance and zero covariances. Zero covariance stands for separate, independently started runs. Equal variance means that each run is long enough to give its log-rate the same precision, which for rare events takes longer at low temperature. Zero mean is not required: a systematic error may bias the slope, and the theorem speaks only of its variance.

```lean
/-- Square-integrable, pairwise uncorrelated errors of common variance `s ^ 2`. -/
structure UncorrelatedErrors (μ : Measure Ω) (ε : ι → Ω → ℝ) (s : ℝ) : Prop where
  memLp : ∀ i, MemLp (ε i) 2 μ
  var : ∀ i, Var[ε i; μ] = s ^ 2
  uncorrelated : ∀ i j, i ≠ j → cov[ε i, ε j; μ] = 0
```

Independent Gaussian errors are an example. Each coordinate of the product measure has the Gaussian's variance, and independence gives zero covariance.

```lean
/-- Independent Gaussian errors of variance `s ^ 2` are uncorrelated errors. -/
theorem uncorrelatedErrors_witness (s : ℝ≥0) :
    UncorrelatedErrors (Measure.pi fun _ : ι => gaussianReal 0 (s ^ 2))
      (fun i ω => ω i) (s : ℝ) := by
  have hp (i : ι) := measurePreserving_eval (fun _ : ι => gaussianReal 0 (s ^ 2)) i
  have hL : MemLp (id : ℝ → ℝ) 2 (gaussianReal 0 (s ^ 2)) := by
    simpa using memLp_id_gaussianReal (μ := 0) (v := s ^ 2) 2
  have hm (i : ι) : MemLp (fun ω : ι → ℝ => ω i) 2
      (Measure.pi fun _ : ι => gaussianReal 0 (s ^ 2)) := hL.comp_measurePreserving (hp i)
  refine ⟨hm, fun i => ?_, fun i j hij => ?_⟩
  · have h := variance_map (μ := Measure.pi fun _ : ι => gaussianReal 0 (s ^ 2))
      (X := (id : ℝ → ℝ)) aemeasurable_id (hp i).measurable.aemeasurable
    rw [(hp i).map_eq, variance_id_gaussianReal, NNReal.coe_pow] at h
    exact h.symm
  · have h := iIndepFun_pi (μ := fun _ : ι => gaussianReal 0 (s ^ 2))
      (X := fun _ => (id : ℝ → ℝ)) (fun _ => aemeasurable_id)
    exact (h.indepFun hij).covariance_eq_zero (hm i) (hm j)
```

## The variance formula in Lean

Two facts about the design are used throughout: deviations from the mean sum to zero, and $S>0$ when two nodes differ. For the second, a zero sum of squares would force every $x_i$ to equal $\bar x$.

```lean
/-- Deviations from the mean of a non-empty family add up to zero. -/
theorem sum_sub_mean [Nonempty ι] (x : ι → ℝ) : ∑ i, (x i - mean x) = 0 := by
  have hN : (Fintype.card ι : ℝ) ≠ 0 := Nat.cast_ne_zero.mpr Fintype.card_ne_zero
  have h : (Fintype.card ι : ℝ) * mean x = ∑ i, x i := by
    unfold mean
    field_simp
  rw [Finset.sum_sub_distrib, Finset.sum_const, Finset.card_univ, nsmul_eq_mul, h, sub_self]

/-- The spread is positive when the inverse temperatures are not all equal. -/
theorem spread_pos {x : ι → ℝ} (hx : ∃ i j, x i ≠ x j) : 0 < spread x := by
  obtain ⟨i, j, hij⟩ := hx
  unfold spread
  refine lt_of_le_of_ne (Finset.sum_nonneg fun k _ => sq_nonneg _) fun h0 => hij ?_
  have h := (Finset.sum_eq_zero_iff_of_nonneg
    (fun k _ => sq_nonneg (x k - mean x))).1 h0.symm
  have hi := (pow_eq_zero_iff two_ne_zero).1 (h i (Finset.mem_univ i))
  have hj := (pow_eq_zero_iff two_ne_zero).1 (h j (Finset.mem_univ j))
  linarith
```

The next lemma is the step $\hat\beta=-E+\sum_iw_i\varepsilon_i$. Its `h` splits the numerator into a multiple of $\sum_i(x_i-\bar x)$, the term $-ES$ and the error part.

```lean
/-- For nodes not all equal, the slope fitted to Arrhenius data is `-E` plus the slope
fitted to the errors alone. -/
theorem lsSlope_logRate {x : ι → ℝ} (hx : ∃ i j, x i ≠ x j) (lnA E : ℝ) (e : ι → ℝ) :
    lsSlope x (logRate lnA E x e) = -E + lsSlope x e := by
  have : Nonempty ι := ⟨hx.choose⟩
  have h : ∑ i, (x i - mean x) * logRate lnA E x e i
      = (lnA - E * mean x) * ∑ i, (x i - mean x) - E * spread x
        + ∑ i, (x i - mean x) * e i := by
    rw [spread, Finset.mul_sum, Finset.mul_sum, ← Finset.sum_sub_distrib,
      ← Finset.sum_add_distrib]
    exact Finset.sum_congr rfl fun i _ => by unfold logRate; ring
  rw [lsSlope, h, sum_sub_mean, mul_zero, zero_sub, add_div, neg_div,
    mul_div_assoc, div_self (spread_pos hx).ne', mul_one, lsSlope]
```

For $\operatorname{Var}\hat\beta=s^2/S$, `hf` rewrites the slope with the weights $w_i$, and `hc` evaluates the covariances, of which only those with $i=j$ survive. `variance_fun_sum` expands the variance into their double sum.

```lean
/-- With uncorrelated errors of variance `s ^ 2` and nodes not all equal, the fitted
Arrhenius slope has variance `s ^ 2 / spread x`. -/
theorem slopeVar_eq {μ : Measure Ω} [IsProbabilityMeasure μ] {ε : ι → Ω → ℝ} {s : ℝ}
    (hε : UncorrelatedErrors μ ε s) {x : ι → ℝ} (hx : ∃ i j, x i ≠ x j) (lnA E : ℝ) :
    slopeVar μ ε x lnA E = s ^ 2 / spread x := by
  classical
  have hS := (spread_pos hx).ne'
  have hf : (fun ω => lsSlope x (logRate lnA E x fun i => ε i ω))
      = fun ω => -E + ∑ i, (x i - mean x) / spread x * ε i ω := by
    funext ω
    rw [lsSlope_logRate hx, lsSlope, Finset.sum_div]
    exact congrArg _ (Finset.sum_congr rfl fun i _ => by ring)
  have hL (i : ι) : MemLp (fun ω => (x i - mean x) / spread x * ε i ω) 2 μ :=
    (hε.memLp i).const_mul _
  -- only the diagonal covariances survive
  have hc (i j : ι) : cov[fun ω => (x i - mean x) / spread x * ε i ω,
      fun ω => (x j - mean x) / spread x * ε j ω; μ]
      = if i = j then (x i - mean x) ^ 2 * (s ^ 2 / spread x ^ 2) else 0 := by
    rw [covariance_const_mul_left, covariance_const_mul_right]
    split_ifs with h
    · subst h
      rw [covariance_self (hε.memLp i).aestronglyMeasurable.aemeasurable, hε.var]
      ring
    · rw [hε.uncorrelated i j h, mul_zero, mul_zero]
  rw [slopeVar, hf, variance_const_add
    (memLp_finsetSum _ fun i _ => hL i).aestronglyMeasurable, variance_fun_sum hL]
  simp only [hc, Finset.sum_ite_eq, Finset.mem_univ, if_true]
  rw [← Finset.sum_mul, ← spread]
  field_simp
```

## The spread bound and the optimal design in Lean

The identity for $S$ is proved as above: `ring` checks the expansion for each node, and `sum_sub_mean` removes the linear term.

```lean
/-- The spread of `N ≥ 1` nodes is `N ((b - a) / 2) ^ 2` less a sum over the nodes of
`(x - a) (b - x)` and less `N` times the squared distance of the mean from the midpoint. -/
theorem spread_identity [Nonempty ι] (x : ι → ℝ) (a b : ℝ) :
    spread x = Fintype.card ι * ((b - a) / 2) ^ 2 - ∑ i, (x i - a) * (b - x i)
      - Fintype.card ι * (mean x - (a + b) / 2) ^ 2 := by
  have h : spread x = ∑ i, (((b - a) / 2) ^ 2 - (x i - a) * (b - x i)
      - (mean x - (a + b) / 2) ^ 2 - 2 * (mean x - (a + b) / 2) * (x i - mean x)) :=
    Finset.sum_congr rfl fun i _ => by ring
  rw [h, Finset.sum_sub_distrib, Finset.sum_sub_distrib, Finset.sum_sub_distrib,
    ← Finset.mul_sum, sum_sub_mean]
  simp only [Finset.sum_const, Finset.card_univ, nsmul_eq_mul, mul_zero, sub_zero]
```

In `spread_le`, the bound follows from the signs `hP0` and `hq`. For the forward direction of the equivalence, both losses vanish, `he` places each node at an end, and `h0` is $(n_a-n_b)(b-a)=0$. For the converse, `hz` and `hnn` show that two counts of $N/2$ leave no node elsewhere; `hmid` then puts the mean at the midpoint.

```lean
/-- For `N ≥ 1` nodes in `[a, b]` with `a < b`, the spread is at most `N (b - a) ^ 2 / 4`,
with equality exactly when half of the nodes lie at `a` and half at `b`. -/
theorem spread_le [Nonempty ι] {x : ι → ℝ} {a b : ℝ} (hab : a < b)
    (hx : ∀ i, x i ∈ Set.Icc a b) :
    spread x ≤ Fintype.card ι * (b - a) ^ 2 / 4 ∧
      (spread x = Fintype.card ι * (b - a) ^ 2 / 4 ↔
        2 * countAt x a = Fintype.card ι ∧ 2 * countAt x b = Fintype.card ι) := by
  have hN : (0 : ℝ) < Fintype.card ι := Nat.cast_pos.mpr Fintype.card_pos
  have hid := spread_identity x a b
  have hP : ∀ i ∈ Finset.univ, 0 ≤ (x i - a) * (b - x i) := fun i _ =>
    mul_nonneg (sub_nonneg.2 (hx i).1) (sub_nonneg.2 (hx i).2)
  have hP0 := Finset.sum_nonneg hP
  have hq : 0 ≤ (Fintype.card ι : ℝ) * (mean x - (a + b) / 2) ^ 2 := by positivity
  have hm := sum_sub_mean x
  rw [Finset.sum_sub_distrib, Finset.sum_const, Finset.card_univ, nsmul_eq_mul] at hm
  have hc (t : ℝ) : (countAt x t : ℝ) = ∑ i, if x i = t then (1 : ℝ) else 0 := by
    simp [countAt]
  have hsum (he : ∀ i, x i = a ∨ x i = b) :
      ∑ i, x i = countAt x a * a + countAt x b * b := by
    rw [hc, hc, Finset.sum_mul, Finset.sum_mul, ← Finset.sum_add_distrib]
    refine Finset.sum_congr rfl fun i _ => ?_
    rcases he i with h | h <;> simp [h, hab.ne, hab.ne']
  refine ⟨by linarith, fun h => ?_, fun ⟨hA, hB⟩ => ?_⟩
  · -- both non-negative losses vanish
    have hs : ∑ i, (x i - a) * (b - x i) = 0 := by linarith
    have hq0 : (Fintype.card ι : ℝ) * (mean x - (a + b) / 2) ^ 2 = 0 := by linarith
    have hmid := (pow_eq_zero_iff two_ne_zero).1 ((mul_eq_zero.1 hq0).resolve_left hN.ne')
    have he (i : ι) : x i = a ∨ x i = b := by
      rcases mul_eq_zero.1 ((Finset.sum_eq_zero_iff_of_nonneg hP).1 hs i
        (Finset.mem_univ i)) with h | h
      · left; linarith
      · right; linarith
    have hcard : (countAt x a : ℝ) + countAt x b = Fintype.card ι := by
      have h1 : (Fintype.card ι : ℝ) = ∑ _i : ι, (1 : ℝ) := by simp
      rw [hc, hc, h1, ← Finset.sum_add_distrib]
      refine Finset.sum_congr rfl fun i _ => ?_
      rcases he i with h | h <;> simp [h, hab.ne, hab.ne']
    have h0 : ((countAt x a : ℝ) - countAt x b) * (b - a) = 0 := by
      linear_combination 2 * hsum he - 2 * hm + (a + b) * hcard
        - 2 * (Fintype.card ι : ℝ) * hmid
    have hAB := (mul_eq_zero.1 h0).resolve_right (sub_pos.2 hab).ne'
    have h1 : countAt x a = countAt x b := by exact_mod_cast sub_eq_zero.1 hAB
    have h2 : countAt x a + countAt x b = Fintype.card ι := by exact_mod_cast hcard
    constructor <;> omega
  · -- the two ends already account for all nodes
    have hA' : 2 * (countAt x a : ℝ) = Fintype.card ι := by exact_mod_cast hA
    have hB' : 2 * (countAt x b : ℝ) = Fintype.card ι := by exact_mod_cast hB
    have hz : ∑ i, (1 - (if x i = a then (1 : ℝ) else 0) - if x i = b then 1 else 0) = 0 := by
      rw [Finset.sum_sub_distrib, Finset.sum_sub_distrib, ← hc, ← hc, Finset.sum_const,
        Finset.card_univ, nsmul_eq_mul]
      linarith
    have hnn : ∀ i ∈ Finset.univ,
        0 ≤ 1 - (if x i = a then (1 : ℝ) else 0) - if x i = b then 1 else 0 := by
      intro i _
      by_cases h1 : x i = a
      · simp [h1, hab.ne]
      · by_cases h2 : x i = b <;> simp [h1, h2, hab.ne']
    have he (i : ι) : x i = a ∨ x i = b := by
      by_contra hn
      rw [not_or] at hn
      have h := (Finset.sum_eq_zero_iff_of_nonneg hnn).1 hz i (Finset.mem_univ i)
      simp [hn.1, hn.2] at h
    have hs : ∑ i, (x i - a) * (b - x i) = 0 := Finset.sum_eq_zero fun i _ => by
      rcases he i with h | h <;> simp [h]
    have hmid : mean x = (a + b) / 2 := mul_left_cancel₀ hN.ne' (by
      linear_combination hsum he - hm + a / 2 * hA' + b / 2 * hB')
    rw [hid, hs, hmid]
    ring
```

The final theorem says: for errors obeying the noise model with $s>0$, and for inverse temperatures in $[a,b]$ that are not all equal, the slope variance is at least $4s^2/(N(b-a)^2)$, with equality if and only if $2n_a=N$ and $2n_b=N$. It holds for all values of $\ln A$ and $E$. The condition $a<b$ follows from the existence of two different nodes. If $s$ were zero, both sides would vanish for every design, and equality would single out none.

The proof replaces the variance by $s^2/S$, applies `spread_le`, and cancels $s^2$ in the equality case.

```lean
/-- Optimal Arrhenius design: for `N` log-rates with uncorrelated errors of variance
`s ^ 2 > 0` at inverse temperatures in `[a, b]`, not all equal, the slope variance is at least
`4 s ^ 2 / (N (b - a) ^ 2)`, with equality exactly when half the points lie at each end. -/
theorem optimal_design {μ : Measure Ω} [IsProbabilityMeasure μ] {ε : ι → Ω → ℝ} {s : ℝ}
    (hs : 0 < s) (hε : UncorrelatedErrors μ ε s) {x : ι → ℝ} {a b : ℝ}
    (hx : ∃ i j, x i ≠ x j) (hI : ∀ i, x i ∈ Set.Icc a b) (lnA E : ℝ) :
    4 * s ^ 2 / (Fintype.card ι * (b - a) ^ 2) ≤ slopeVar μ ε x lnA E ∧
      (slopeVar μ ε x lnA E = 4 * s ^ 2 / (Fintype.card ι * (b - a) ^ 2) ↔
        2 * countAt x a = Fintype.card ι ∧ 2 * countAt x b = Fintype.card ι) := by
  have : Nonempty ι := ⟨hx.choose⟩
  have hab : a < b := by
    obtain ⟨i, j, hij⟩ := hx
    by_contra h
    exact hij (by linarith [(hI i).1, (hI i).2, (hI j).1, (hI j).2])
  have hS := spread_pos hx
  obtain ⟨hle, hiff⟩ := spread_le hab hI
  have hK := hS.trans_le hle
  have hform : 4 * s ^ 2 / (Fintype.card ι * (b - a) ^ 2)
      = s ^ 2 / (Fintype.card ι * (b - a) ^ 2 / 4) := by
    rw [div_div_eq_mul_div, mul_comm]
  rw [slopeVar_eq hε hx, hform, ← hiff]
  refine ⟨by gcongr, fun h => ?_, fun h => by rw [h]⟩
  rw [div_eq_div_iff hS.ne' hK.ne'] at h
  exact (mul_left_cancel₀ (pow_pos hs 2).ne' h).symm

end

end ArrheniusDesign
```

```lean
#print axioms ArrheniusDesign.optimal_design
```

```
'ArrheniusDesign.optimal_design' depends on axioms: [propext, Classical.choice, Quot.sound]
```

At the optimum the standard error of $E$ is $2s/(\sqrt N\,(b-a))$, so within this straight-line model doubling the range $b-a$ of inverse temperatures lowers it as much as taking four times as many runs, provided that every run still has the variance $s^2$. Data at only two temperatures cannot reveal curvature in the Arrhenius plot, so intermediate points are needed wherever the straight line itself is in doubt.
